# On no rectangle does a mixing angle remove both coupling components of the first two states of $R_z(x)R_x(y)$

When two electronic states come close, as they do near a conical intersection, their derivative couplings can vary strongly with the nuclear geometry. One therefore looks for a rotation of the two states, by an angle that depends on the geometry, after which the coupling between them vanishes. If the two states also couple to a third, does such an angle exist?

This sheet answers the question for one explicit model with two nuclear coordinates $x,y$ and three real states. The states are prescribed: there is no Hamiltonian, and no intersection is located.

## The model and its couplings

Number the states 0, 1, 2. Let $R_z(t)$ rotate the first two and $R_x(t)$ the last two; these subscripts name rotation axes, not nuclear coordinates.

```lean
import Mathlib

open Real Matrix

namespace NonremovableCoupling

noncomputable section

/-- Rotation by the angle `t` that mixes the first two of three states. -/
def rotZ (t : ℝ) : Matrix (Fin 3) (Fin 3) ℝ :=
  !![cos t, -sin t, 0; sin t, cos t, 0; 0, 0, 1]

/-- Rotation by the angle `t` that mixes the last two of three states. -/
def rotX (t : ℝ) : Matrix (Fin 3) (Fin 3) ℝ :=
  !![1, 0, 0; 0, cos t, -sin t; 0, sin t, cos t]
```

The columns $u_0,u_1,u_2$ of $U(x,y)=R_z(x)R_x(y)$ are the states, expanded in a basis that does not move with the nuclei.

```lean
/-- The three electronic states at the nuclear geometry `(x, y)`, as columns. -/
def frame (x y : ℝ) : Matrix (Fin 3) (Fin 3) ℝ := rotZ x * rotX y
```

A mixing angle $\theta(x,y)$ rotates states 0 and 1 among themselves and leaves state 2 alone. The new frame is $U R_z(\theta)$.

```lean
/-- The states after the first two are mixed by the angle `θ x y`. -/
def mixed (θ : ℝ → ℝ → ℝ) (x y : ℝ) : Matrix (Fin 3) (Fin 3) ℝ :=
  frame x y * rotZ (θ x y)
```

Along a path with parameter $t$, the derivative coupling matrix is $A=U^{\mathsf T}\,dU/dt$, with the derivative taken entry by entry. Varying $x$ at fixed $y$ gives $A_x$, and varying $y$ at fixed $x$ gives $A_y$. The entry of interest is `0 1`. Both states also couple to the third: differentiating $u_2=(\sin x\sin y,\,-\cos x\sin y,\,\cos y)$ shows that the `0 2` entry of $A_x$ is $\sin y$ and the `1 2` entry of $A_y$ is $-1$.

```lean
/-- The derivative coupling matrix `Uᵀ dU/dt` of a family of states along a path. -/
def coupling (U : ℝ → Matrix (Fin 3) (Fin 3) ℝ) (t : ℝ) : Matrix (Fin 3) (Fin 3) ℝ :=
  (U t)ᵀ * Matrix.of fun i j => deriv (fun s => U s i j) t
```

The predicate `ResidualLE` says that, on a closed rectangle, $\theta$ has both partial derivatives and both components of the remaining 0–1 coupling are at most $\varepsilon$ in magnitude. Neither continuity of the partial derivatives nor joint differentiability is required. The differentiability clauses matter because Lean's `deriv` returns 0 where no derivative exists, so a rough $\theta$ could otherwise pass as having removed the coupling. At the edges the derivatives are two-sided; for an angle defined on an open region, choose a rectangle inside it.

```lean
/-- On the rectangle `[x₁, x₂] × [y₁, y₂]` the angle `θ` has partial derivatives, and both
components of the coupling between the first two mixed states are at most `ε` in magnitude. -/
def ResidualLE (θ : ℝ → ℝ → ℝ) (x₁ x₂ y₁ y₂ ε : ℝ) : Prop :=
  ∀ x ∈ Set.Icc x₁ x₂, ∀ y ∈ Set.Icc y₁ y₂,
    DifferentiableAt ℝ (fun s => θ s y) x ∧ DifferentiableAt ℝ (fun s => θ x s) y ∧
    |coupling (fun s => mixed θ s y) x 0 1| ≤ ε ∧
    |coupling (fun s => mixed θ x s) y 0 1| ≤ ε
```

## (a) Orthonormality of the states

**Show that $U^{\mathsf T}U=1$ at every geometry.**

Each rotation satisfies $R^{\mathsf T}R=1$ by $\sin^2+\cos^2=1$. Hence
$$U^{\mathsf T}U=R_x^{\mathsf T}(R_z^{\mathsf T}R_z)R_x=R_x^{\mathsf T}R_x=1.$$
The code checks the two rotations entry by entry and then regroups the product in the same way.

```lean
/-- The three states are orthonormal at every geometry. -/
theorem frame_orthogonal (x y : ℝ) : (frame x y)ᵀ * frame x y = 1 := by
  have hz : (rotZ x)ᵀ * rotZ x = 1 := by
    ext i j
    fin_cases i <;> fin_cases j <;>
      simp [rotZ, Matrix.mul_apply, Fin.sum_univ_succ] <;> nlinarith [sin_sq_add_cos_sq x]
  have hx : (rotX y)ᵀ * rotX y = 1 := by
    ext i j
    fin_cases i <;> fin_cases j <;>
      simp [rotX, Matrix.mul_apply, Fin.sum_univ_succ] <;> nlinarith [sin_sq_add_cos_sq y]
  calc (frame x y)ᵀ * frame x y = (rotX y)ᵀ * ((rotZ x)ᵀ * rotZ x) * rotX y := by
        simp only [frame, Matrix.transpose_mul, Matrix.mul_assoc]
    _ = 1 := by rw [hz, Matrix.mul_one, hx]
```

## (b) The coupling as an overlap

**Write $A_{01}$ in terms of the columns of $U$.**

By the definition of the matrix product,
$$A_{01}=\sum_{k=0}^{2}U_{k0}\,\frac{dU_{k1}}{dt}=u_0\cdot u_1'.$$

```lean
/-- The coupling of the first two states is the overlap of the first state with the derivative
of the second. -/
theorem coupling_entry (U : ℝ → Matrix (Fin 3) (Fin 3) ℝ) (t : ℝ) :
    coupling U t 0 1 = U t 0 0 * deriv (fun s => U s 0 1) t
      + U t 1 0 * deriv (fun s => U s 1 1) t + U t 2 0 * deriv (fun s => U s 2 1) t := by
  simp [coupling, Matrix.mul_apply, Fin.sum_univ_three]
```

## (c) The coupling along a general path

**Let $x=a(t)$, $y=b(t)$ and $\theta=f(t)$ be differentiable at $t$. Show that the mixed states have $A_{01}=-\cos b\;a'-f'$.**

Before mixing, the two columns are
$$u_0=(\cos a,\sin a,0),\qquad u_1=(-\sin a\cos b,\ \cos a\cos b,\ \sin b).$$
Differentiating the second gives
$$u_1'=a'(-\cos a\cos b,\,-\sin a\cos b,\,0)+b'(\sin a\sin b,\,-\cos a\sin b,\,\cos b).$$
The $b'$ part is orthogonal to $u_0$, so $u_0\cdot u_1'=-a'\cos b$.

The mixed states are $\tilde u_0=\cos f\,u_0+\sin f\,u_1$ and $\tilde u_1=-\sin f\,u_0+\cos f\,u_1$. Therefore
$$\tilde u_1'=-f'\tilde u_0-\sin f\,u_0'+\cos f\,u_1'.$$
Orthonormality gives $u_0\cdot u_0'=u_1\cdot u_1'=0$ and $u_1\cdot u_0'=-u_0\cdot u_1'$, so
$$\tilde u_0\cdot\tilde u_1'=-f'+(\cos^2 f+\sin^2 f)\,u_0\cdot u_1'=-f'-a'\cos b.$$

The code takes the mixed columns in components: `c00` to `c21` list their entries, and `d0` to `d2` differentiate the second column. The final `linear_combination` reduces the overlap with $\sin^2+\cos^2=1$ for each of the three angles.

```lean
/-- Along any differentiable path `(a, b)` with mixing angle `f`, the coupling of the first two
states is `-cos b · a' - f'`. -/
theorem coupling_along_path (a b f : ℝ → ℝ) {a' b' f' t : ℝ} (ha : HasDerivAt a a' t)
    (hb : HasDerivAt b b' t) (hf : HasDerivAt f f' t) :
    coupling (fun s => rotZ (a s) * rotX (b s) * rotZ (f s)) t 0 1
      = -cos (b t) * a' - f' := by
  -- the first two columns of the mixed frame
  have c00 : ∀ p q r, (rotZ p * rotX q * rotZ r) 0 0
      = cos p * cos r - sin p * cos q * sin r := by
    intro p q r; simp [rotZ, rotX, Matrix.mul_apply, Fin.sum_univ_succ]; ring
  have c10 : ∀ p q r, (rotZ p * rotX q * rotZ r) 1 0
      = sin p * cos r + cos p * cos q * sin r := by
    intro p q r; simp [rotZ, rotX, Matrix.mul_apply, Fin.sum_univ_succ]
  have c20 : ∀ p q r, (rotZ p * rotX q * rotZ r) 2 0 = sin q * sin r := by
    intro p q r; simp [rotZ, rotX, Matrix.mul_apply, Fin.sum_univ_succ]
  have c01 : ∀ p q r, (rotZ p * rotX q * rotZ r) 0 1
      = -(cos p * sin r) - sin p * cos q * cos r := by
    intro p q r; simp [rotZ, rotX, Matrix.mul_apply, Fin.sum_univ_succ]; ring
  have c11 : ∀ p q r, (rotZ p * rotX q * rotZ r) 1 1
      = -(sin p * sin r) + cos p * cos q * cos r := by
    intro p q r; simp [rotZ, rotX, Matrix.mul_apply, Fin.sum_univ_succ]
  have c21 : ∀ p q r, (rotZ p * rotX q * rotZ r) 2 1 = sin q * cos r := by
    intro p q r; simp [rotZ, rotX, Matrix.mul_apply, Fin.sum_univ_succ]
  -- the derivative of the second column
  have d0 := (ha.cos.fun_mul hf.sin).fun_neg.fun_sub ((ha.sin.fun_mul hb.cos).fun_mul hf.cos)
  have d1 := (ha.sin.fun_mul hf.sin).fun_neg.fun_add ((ha.cos.fun_mul hb.cos).fun_mul hf.cos)
  have d2 := hb.sin.fun_mul hf.cos
  rw [coupling_entry]
  simp only [c00, c10, c20, c01, c11, c21]
  rw [d0.deriv, d1.deriv, d2.deriv]
  linear_combination
    (-f' * (cos (f t) ^ 2 + sin (f t) ^ 2 * cos (b t) ^ 2)
      - a' * cos (b t) * (sin (f t) ^ 2 + cos (f t) ^ 2)
      - b' * cos (f t) * sin (f t) * cos (b t) * sin (b t)) * sin_sq_add_cos_sq (a t)
    - f' * sin (f t) ^ 2 * sin_sq_add_cos_sq (b t)
    + (-f' - a' * cos (b t)) * sin_sq_add_cos_sq (f t)
```

## (d) The $x$ component after mixing

**Find the 0–1 coupling in the $x$ direction.**

Put $a=t$, $b=y$ and $f(t)=\theta(t,y)$ in (c). Then $a'=1$, and the coupling is $-\cos y-\partial_x\theta$.

```lean
/-- Mixing by `θ` changes the coupling of the first two states in the `x` direction to
`-cos y - ∂θ/∂x`. -/
theorem mixed_coupling_x (θ : ℝ → ℝ → ℝ) {x y d : ℝ}
    (h : HasDerivAt (fun s => θ s y) d x) :
    coupling (fun s => mixed θ s y) x 0 1 = -cos y - d := by
  have e : coupling (fun s => mixed θ s y) x 0 1 = -cos y * 1 - d :=
    coupling_along_path (fun s => s) (fun _ => y) (fun s => θ s y)
      (hasDerivAt_id' x) (hasDerivAt_const x y) h
  rw [e, mul_one]
```

## (e) The $y$ component after mixing

**Do the same in the $y$ direction.**

Now $a=x$ is constant, so $a'=0$ and the coupling is $-\partial_y\theta$. With $\theta=0$, (d) and (e) give the bare coupling vector $(-\cos y,\,0)$.

```lean
/-- Mixing by `θ` changes the coupling of the first two states in the `y` direction to
`-∂θ/∂y`. -/
theorem mixed_coupling_y (θ : ℝ → ℝ → ℝ) {x y d : ℝ}
    (h : HasDerivAt (fun s => θ x s) d y) :
    coupling (fun s => mixed θ x s) y 0 1 = -d := by
  have e : coupling (fun s => mixed θ x s) y 0 1 = -cos y * 0 - d :=
    coupling_along_path (fun _ => x) (fun s => s) (fun s => θ x s)
      (hasDerivAt_const y x) (hasDerivAt_id' y) h
  rw [e]; ring
```

## (f) A lower bound on the residual coupling

**Let both residual components be at most $\varepsilon$ in magnitude on $[x_1,x_2]\times[y_1,y_2]$, with widths $w=x_2-x_1\ge 0$ and $h=y_2-y_1\ge 0$. Show that $w\,|\cos y_2-\cos y_1|\le 2\varepsilon(w+h)$.**

At fixed $y$, the function $g(x)=\theta(x,y)+x\cos y$ has derivative $\partial_x\theta+\cos y$, which is minus the $x$ component. The mean value inequality gives $|g(x_2)-g(x_1)|\le\varepsilon w$. At fixed $x$ it gives $|\theta(x,y_2)-\theta(x,y_1)|\le\varepsilon h$.

Write $D(y)=\theta(x_2,y)-\theta(x_1,y)+w\cos y$, so that $|D(y)|\le\varepsilon w$. Then
$$w(\cos y_2-\cos y_1)=D(y_2)-D(y_1)-[\theta(x_2,y_2)-\theta(x_2,y_1)]+[\theta(x_1,y_2)-\theta(x_1,y_1)].$$
The right side is at most $2\varepsilon w+2\varepsilon h$ in magnitude.

In the code, `mv` is the mean value inequality, `H` and `V` apply it to horizontal and vertical edges, and `h1` to `h4` are the four edges that are added up. When $w>0$ and $\cos y_1\ne\cos y_2$, the result gives a positive lower bound on $\varepsilon$, whatever the mixing angle. When $\cos y_1=\cos y_2$ it gives no positive bound directly, but it can be applied to a smaller rectangle inside the given one.

```lean
/-- If after mixing both coupling components are at most `ε` in magnitude on a rectangle, then
`ε` times its perimeter is at least its width times the change of `cos y` across it. -/
theorem residual_bound (θ : ℝ → ℝ → ℝ) {x₁ x₂ y₁ y₂ ε : ℝ} (hx : x₁ ≤ x₂) (hy : y₁ ≤ y₂)
    (h : ResidualLE θ x₁ x₂ y₁ y₂ ε) :
    (x₂ - x₁) * |cos y₂ - cos y₁| ≤ 2 * ε * ((x₂ - x₁) + (y₂ - y₁)) := by
  -- mean value inequality on an edge
  have mv : ∀ (g g' : ℝ → ℝ) (a b : ℝ), a ≤ b → (∀ s ∈ Set.Icc a b, HasDerivAt g (g' s) s) →
      (∀ s ∈ Set.Icc a b, |g' s| ≤ ε) → |g b - g a| ≤ ε * (b - a) := by
    intro g g' a b hab hg hb
    have k := (convex_Icc a b).norm_image_sub_le_of_norm_hasDerivWithin_le
      (fun s hs => (hg s hs).hasDerivWithinAt) hb
      (Set.left_mem_Icc.2 hab) (Set.right_mem_Icc.2 hab)
    rwa [Real.norm_eq_abs, Real.norm_eq_abs, abs_of_nonneg (sub_nonneg.2 hab)] at k
  have H : ∀ y ∈ Set.Icc y₁ y₂,
      |(θ x₂ y + cos y * x₂) - (θ x₁ y + cos y * x₁)| ≤ ε * (x₂ - x₁) := by
    intro y hy'
    refine mv (fun s => θ s y + cos y * s) (fun s => deriv (fun u => θ u y) s + cos y * 1)
      x₁ x₂ hx (fun s hs => ?_) (fun s hs => ?_)
    · exact (h s hs y hy').1.hasDerivAt.fun_add ((hasDerivAt_id' s).const_mul (cos y))
    · have k := (h s hs y hy').2.2.1
      rw [mixed_coupling_x θ (h s hs y hy').1.hasDerivAt, abs_le] at k
      exact abs_le.2 ⟨by linarith [k.2], by linarith [k.1]⟩
  have V : ∀ x ∈ Set.Icc x₁ x₂, |θ x y₂ - θ x y₁| ≤ ε * (y₂ - y₁) := by
    intro x hx'
    refine mv (fun s => θ x s) (fun s => deriv (fun u => θ x u) s)
      y₁ y₂ hy (fun s hs => (h x hx' s hs).2.1.hasDerivAt) (fun s hs => ?_)
    have k := (h x hx' s hs).2.2.2
    rwa [mixed_coupling_y θ (h x hx' s hs).2.1.hasDerivAt, abs_neg] at k
  -- add up the four edges
  have h1 := abs_le.1 (H y₁ (Set.left_mem_Icc.2 hy))
  have h2 := abs_le.1 (H y₂ (Set.right_mem_Icc.2 hy))
  have h3 := abs_le.1 (V x₁ (Set.left_mem_Icc.2 hx))
  have h4 := abs_le.1 (V x₂ (Set.right_mem_Icc.2 hx))
  rcases abs_cases (cos y₂ - cos y₁) with ⟨e, _⟩ | ⟨e, _⟩ <;> rw [e] <;>
    nlinarith [h1.1, h1.2, h2.1, h2.2, h3.1, h3.2, h4.1, h4.2]
```

## (g) No angle removes both components

**Show that $\varepsilon=0$ is impossible on any rectangle of positive area, however small.**

Apply (f) with $\varepsilon=0$ to every subinterval of $[y_1,y_2]$. Since $w>0$, the cosine is constant there. Choose $0<r\le 1$ with $2r\le h$, and let $m=y_1+r$. Then $\cos(m-r)=\cos m=\cos(m+r)$. Subtracting the addition formulas gives $2\sin m\sin r=0$. As $0<r<\pi$, $\sin r>0$, so $\sin m=0$ and $\cos m\ne0$. Now $\cos m\cos r=\cos m$ forces $\cos r=1$, hence $\sin r=0$, a contradiction.

The step `key` is the constancy of the cosine; the rest follows the three-point comparison.

The result depends on restricting the mixing to states 0 and 1. Had the model allowed a geometry-dependent orthogonal mixing of all three states, the claim would be false: multiplying $U$ on the right by $U^{\mathsf T}$ gives the constant frame 1, which has no couplings at all.

```lean
/-- Nonremovable coupling: on no rectangle of positive area does a mixing angle remove both
components of the coupling between the first two states. -/
theorem coupling_not_removable {x₁ x₂ y₁ y₂ : ℝ} (hx : x₁ < x₂) (hy : y₁ < y₂) :
    ¬ ∃ θ : ℝ → ℝ → ℝ, ResidualLE θ x₁ x₂ y₁ y₂ 0 := by
  rintro ⟨θ, h⟩
  -- the cosine would be constant on the interval
  have key : ∀ u v, y₁ ≤ u → u ≤ v → v ≤ y₂ → cos v = cos u := by
    intro u v hu huv hv
    have k := residual_bound θ hx.le huv
      (fun x hx' y hy' => h x hx' y ⟨hu.trans hy'.1, hy'.2.trans hv⟩)
    have k' : |cos v - cos u| ≤ 0 := by
      by_contra hc
      have := mul_pos (sub_pos.2 hx) (not_le.1 hc)
      linarith
    exact sub_eq_zero.1 (abs_nonpos_iff.1 k')
  -- compare three equally spaced points
  obtain ⟨r, hr0, hr1, hr2⟩ : ∃ r : ℝ, 0 < r ∧ r ≤ 1 ∧ r ≤ (y₂ - y₁) / 2 :=
    ⟨min 1 ((y₂ - y₁) / 2), lt_min one_pos (by linarith), min_le_left _ _, min_le_right _ _⟩
  have k1 := key y₁ (y₁ + r) le_rfl (by linarith) (by linarith)
  have k2 := key y₁ (y₁ + r + r) le_rfl (by linarith) (by linarith)
  have k3 : cos (y₁ + r - r) = cos (y₁ + r) := by rw [add_sub_cancel_right, k1]
  have k4 : cos (y₁ + r + r) = cos (y₁ + r) := by rw [k2, k1]
  rw [cos_sub] at k3
  rw [cos_add (y₁ + r) r] at k4
  have hs : 0 < sin r := sin_pos_of_pos_of_lt_pi hr0 (by linarith [pi_gt_three])
  have hm : sin (y₁ + r) = 0 := by
    have : sin (y₁ + r) * sin r = 0 := by linarith
    exact (mul_eq_zero.1 this).resolve_right hs.ne'
  have hc : cos (y₁ + r) ≠ 0 := by
    intro h0
    have := sin_sq_add_cos_sq (y₁ + r)
    rw [hm, h0] at this
    norm_num at this
  have hr : cos r = 1 := by
    apply mul_left_cancel₀ hc
    rw [hm] at k4
    linarith
  have := sin_sq_add_cos_sq r
  rw [hr] at this
  nlinarith [mul_pos hs hs]
```

## (h) The bare coupling is not a gradient

**Show that no $\theta$ has $\partial_x\theta=-\cos y$ and $\partial_y\theta=0$ throughout such a rectangle.**

By (d) and (e), mixing by this $\theta$ would leave $-\cos y+\cos y=0$ in the $x$ direction and $0$ in the $y$ direction, which (g) excludes. The code hands this $\theta$ to (g).

```lean
/-- On no rectangle of positive area is the coupling vector `(-cos y, 0)` the gradient of a
function. -/
theorem coupling_not_gradient {x₁ x₂ y₁ y₂ : ℝ} (hx : x₁ < x₂) (hy : y₁ < y₂) :
    ¬ ∃ θ : ℝ → ℝ → ℝ, ∀ x ∈ Set.Icc x₁ x₂, ∀ y ∈ Set.Icc y₁ y₂,
      HasDerivAt (fun s => θ s y) (-cos y) x ∧ HasDerivAt (fun s => θ x s) 0 y := by
  rintro ⟨θ, h⟩
  refine coupling_not_removable hx hy ⟨θ, fun x hx' y hy' => ?_⟩
  obtain ⟨h1, h2⟩ := h x hx' y hy'
  refine ⟨h1.differentiableAt, h2.differentiableAt, ?_, ?_⟩
  · rw [mixed_coupling_x θ h1]; simp
  · rw [mixed_coupling_y θ h2]; simp
```

## (i) One direction can be cleared

**Find an angle that removes the $x$ component everywhere, and compute what remains.**

Take $\theta=-x\cos y$. Then $\partial_x\theta=-\cos y$, so the $x$ component is $0$. Since $\partial_y\theta=x\sin y$, the $y$ component is $-x\sin y$: coupling has moved from one direction to the other. The sign of $\theta$ is easily lost here. With $\theta=+x\cos y$ the $x$ component becomes $-2\cos y$, doubled instead of removed.

```lean
/-- The mixing angle `-x cos y` removes the `x` component of the coupling everywhere and leaves
the `y` component `-x sin y`. -/
theorem one_direction_removable (x y : ℝ) :
    coupling (fun s => mixed (fun u v => -u * cos v) s y) x 0 1 = 0 ∧
    coupling (fun s => mixed (fun u v => -u * cos v) x s) y 0 1 = -(x * sin y) := by
  constructor
  · rw [mixed_coupling_x (fun u v => -u * cos v)
      ((hasDerivAt_id' x).fun_neg.mul_const (cos y))]
    ring
  · rw [mixed_coupling_y (fun u v => -u * cos v) ((hasDerivAt_cos y).const_mul (-x))]
    ring

end

end NonremovableCoupling
```

```lean
#print axioms NonremovableCoupling.frame_orthogonal
-- 'NonremovableCoupling.frame_orthogonal' depends on axioms: [propext, Classical.choice, Quot.sound]
#print axioms NonremovableCoupling.coupling_not_removable
-- 'NonremovableCoupling.coupling_not_removable' depends on axioms: [propext, Classical.choice, Quot.sound]
#print axioms NonremovableCoupling.coupling_not_gradient
-- 'NonremovableCoupling.coupling_not_gradient' depends on axioms: [propext, Classical.choice, Quot.sound]
#print axioms NonremovableCoupling.one_direction_removable
-- 'NonremovableCoupling.one_direction_removable' depends on axioms: [propext, Classical.choice, Quot.sound]
```
